# Ordered Casida levels: a triplet coupling below the singlet coupling puts no triplet level above its singlet counterpart

A: Take nonnegative orbital gaps, collected in a diagonal matrix D, and two real symmetric coupling matrices, K for triplets and L for singlets. If L − K is positive semidefinite, the k-th eigenvalue of √D(D + 2K)√D, counted in increasing order with multiplicity, is at most the k-th eigenvalue of √D(D + 2L)√D. If all gaps are positive and L − K is positive definite, the inequality is strict.

Q: That is a statement about matrices. Why should I call those eigenvalues squared excitation energies?

A: Because of linear response from a closed-shell reference, with real orbitals and a local, frequency-independent kernel. Local means that there is no exact-exchange part, so the same matrix K couples excitations to excitations and to de-excitations. Let X and Y be the excitation and de-excitation amplitudes at frequency ω. For one spin channel they obey

(D + K)X + KY = ωX
KX + (D + K)Y = −ωY

Adding and subtracting the two equations gives

(D + 2K)(X + Y) = ω(X − Y)
D(X − Y) = ω(X + Y)

and therefore D(D + 2K)(X + Y) = ω²(X + Y). For positive gaps, write X + Y = √D z and multiply by the inverse of √D:

√D(D + 2K)√D z = ω² z

The Lean file begins at this last matrix, so the link to the amplitudes rests on the lines above.

```lean
import Mathlib

open Matrix
open scoped NNReal

namespace CasidaSpinOrdering

noncomputable section

variable {n : Type*} [Fintype n] [DecidableEq n]

/-- The Casida matrix `√D (D + 2K) √D` for orbital gaps `d ≥ 0` and coupling matrix `K`. -/
def casida (d : n → ℝ≥0) (K : Matrix n n ℝ) : Matrix n n ℝ :=
  diagonal (fun i => √(d i : ℝ)) * (diagonal (fun i => (d i : ℝ)) + (2 : ℝ) • K) *
    diagonal (fun i => √(d i : ℝ))
```

Q: What exactly are `d` and `K` here?

A: The finite type `n` labels the orbital transitions; let N be their number. The gap of transition i is `d i`, of type `ℝ≥0`, so its square root is an ordinary one. The matrix `K` holds the couplings between transitions, with any spin-dependent prefactors already absorbed. The singlet matrix is the same function `casida` applied to `L`.

Q: And the condition on L − K? It looks chosen to give the answer.

A: It is assumed, not derived from an electronic-structure calculation. It says that the singlet kernel is at least as repulsive as the triplet kernel for every real combination of transition densities. The singlet kernel contains the Hartree repulsion, which the triplet kernel lacks, but the exchange-correlation parts also differ, so the sign has to be checked for a given approximation. In a uniform gas, let v(q) be the Coulomb repulsion at wavevector q, and G₊ and G₋ the static local-field factors for density and spin, defined so that the singlet kernel is v(1 − G₊) and the triplet kernel is −vG₋. For couplings built from these kernels it is enough that

v(q)[1 − G₊(q) + G₋(q)] ≥ 0 for every q ≠ 0

Q: How are the levels listed?

A: First, the Casida matrix must be symmetric, which follows by transposing the product. For real matrices, `IsHermitian` means just that.

```lean
/-- The Casida matrix of a real symmetric coupling matrix is real symmetric. -/
theorem casida_isHermitian (d : n → ℝ≥0) {K : Matrix n n ℝ} (hK : K.IsHermitian) :
    (casida d K).IsHermitian := by
  have hD : ∀ v : n → ℝ, (diagonal v)ᴴ = diagonal v := fun v => by
    rw [diagonal_conjTranspose, star_trivial]
  unfold Matrix.IsHermitian casida
  rw [conjTranspose_mul, conjTranspose_mul, conjTranspose_add, conjTranspose_smul,
    star_trivial, hK.eq, hD, hD, Matrix.mul_assoc]
```

Mathlib's `eigenvalues₀` is a decreasing list, so `sqEnergy` reads it backwards through `k.rev`. Positions run from 0 to N − 1, and position 0 is the lowest level.

```lean
/-- The squared excitation energies: the eigenvalues of the Casida matrix of a real symmetric
coupling matrix, listed in increasing order with multiplicity. -/
def sqEnergy (d : n → ℝ≥0) {K : Matrix n n ℝ} (hK : K.IsHermitian)
    (k : Fin (Fintype.card n)) : ℝ :=
  (casida_isHermitian d hK).eigenvalues₀ k.rev

/-- The squared excitation energies are listed in increasing order. -/
theorem sqEnergy_monotone (d : n → ℝ≥0) {K : Matrix n n ℝ} (hK : K.IsHermitian) :
    Monotone (sqEnergy d hK) := fun _ _ h =>
  (casida_isHermitian d hK).eigenvalues₀_antitone (Fin.rev_le_rev.mpr h)
```

Q: You call them squared energies, but can't they be negative?

A: They can, and the theorem still holds. A negative value is an imaginary frequency, an instability of the reference state. When the k-th triplet value is nonnegative, taking square roots carries the ordering over to the energies themselves.

Q: Then show me the argument by hand. Eigenvectors of the two matrices have nothing to do with each other.

A: They needn't. Write C(K) and C(L) for the two Casida matrices. For any vector x put y = √D x. Then

x·C(K)x = y·(D + 2K)y
x·C(L)x − x·C(K)x = 2 y·(L − K)y ≥ 0

The gap terms cancel, and the hypothesis gives the sign. In Lean, `casida_mulVec` works out the matrix acting on x component by component, and `casida_form_sub` subtracts the two forms, with `ring` closing each term of the sum.

```lean
/-- The action of the Casida matrix on a vector `x`, written through `√D x`. -/
theorem casida_mulVec (d : n → ℝ≥0) (K : Matrix n n ℝ) (x : n → ℝ) :
    casida d K *ᵥ x = fun i => √(d i : ℝ) *
      ((d i : ℝ) * (√(d i : ℝ) * x i) + 2 * (K *ᵥ fun j => √(d j : ℝ) * x j) i) := by
  have hy : diagonal (fun i => √(d i : ℝ)) *ᵥ x = fun j => √(d j : ℝ) * x j :=
    funext fun i => mulVec_diagonal _ _ i
  unfold casida
  rw [← mulVec_mulVec, ← mulVec_mulVec, hy]
  ext i
  simp only [mulVec_diagonal, add_mulVec, smul_mulVec, Pi.add_apply, Pi.smul_apply, smul_eq_mul]

/-- Changing the coupling from `K` to `L` changes the quadratic form of the Casida matrix at `x`
by twice the form of `L - K` at `√D x`. -/
theorem casida_form_sub (d : n → ℝ≥0) (K L : Matrix n n ℝ) (x : n → ℝ) :
    x ⬝ᵥ casida d L *ᵥ x - x ⬝ᵥ casida d K *ᵥ x =
      2 * ((fun i => √(d i : ℝ) * x i) ⬝ᵥ (L - K) *ᵥ fun i => √(d i : ℝ) * x i) := by
  simp only [casida_mulVec, dotProduct, sub_mulVec, Pi.sub_apply]
  rw [← Finset.sum_sub_distrib, Finset.mul_sum]
  exact Finset.sum_congr rfl fun i _ => by ring
```

Q: So the quadratic forms are ordered at each x. The eigenvalues still have to follow.

A: Let C(K) have levels t₀ ≤ t₁ ≤ … with orthonormal eigenvectors u_j, and C(L) levels s₀ ≤ s₁ ≤ … with orthonormal eigenvectors w_j. Fix k and look for x with

u_j·x = 0 for j < k
w_j·x = 0 for j > k

These are k + (N − 1 − k) = N − 1 linear conditions on N unknowns, so a nonzero solution exists. Expanding in the eigenvectors, only levels with j ≥ k contribute for C(K), and only those with j ≤ k for C(L):

x·C(K)x = Σ_j t_j (u_j·x)² ≥ t_k Σ_j (u_j·x)² = t_k x·x
x·C(L)x = Σ_j s_j (w_j·x)² ≤ s_k Σ_j (w_j·x)² = s_k x·x

Together with the ordering of the forms,

t_k x·x ≤ x·C(K)x ≤ x·C(L)x ≤ s_k x·x

and dividing by x·x > 0 gives t_k ≤ s_k.

Q: Where do the expansions sit in the code?

A: In two lemmas. `eigen_parseval` writes a scalar product as a sum over eigenvector components. `eigen_component` says that applying the matrix multiplies each component by its eigenvalue, which uses symmetry to move the matrix onto the eigenvector.

```lean
/-- The scalar product of two vectors is the sum of products of their components along the
eigenvectors of a real symmetric matrix. -/
theorem eigen_parseval {A : Matrix n n ℝ} (hA : A.IsHermitian) (x y : n → ℝ) :
    x ⬝ᵥ y = ∑ i, ((hA.eigenvectorBasis i).ofLp ⬝ᵥ x) *
      ((hA.eigenvectorBasis i).ofLp ⬝ᵥ y) := by
  have h := hA.eigenvectorBasis.sum_inner_mul_inner (WithLp.toLp 2 x) (WithLp.toLp 2 y)
  simp only [EuclideanSpace.inner_eq_star_dotProduct, star_trivial] at h
  rw [dotProduct_comm x y, ← h]
  exact Finset.sum_congr rfl fun i _ => by rw [dotProduct_comm y]

/-- A real symmetric matrix multiplies each eigenvector component of a vector by the
corresponding eigenvalue. -/
theorem eigen_component {A : Matrix n n ℝ} (hA : A.IsHermitian) (x : n → ℝ) (i : n) :
    (hA.eigenvectorBasis i).ofLp ⬝ᵥ A *ᵥ x =
      hA.eigenvalues i * ((hA.eigenvectorBasis i).ofLp ⬝ᵥ x) := by
  have hAt : Aᵀ = A := (conjTranspose_eq_transpose_of_trivial A).symm.trans hA
  rw [dotProduct_mulVec, ← mulVec_transpose, hAt, hA.mulVec_eigenvectorBasis,
    smul_dotProduct, smul_eq_mul]
```

Q: And the counting of conditions?

A: It becomes a determinant. The conditions are the rows of an N × N matrix `M`, and the one row left over is set to zero. Hence `M.det = 0`, and `exists_mulVec_eq_zero_iff` supplies a nonzero x with Mx = 0.

This lemma uses Mathlib's decreasing order, so the sides are swapped relative to my lines above: x is orthogonal to the eigenvectors of `A` after position k and to those of `B` before it. The map `e` translates between positions and transition labels. In each of the two final estimates, `by_cases` separates the components that vanish by orthogonality from those whose eigenvalue lies on the correct side of the k-th.

```lean
/-- For two real symmetric matrices and a position `k` in their ordered spectra, one nonzero trial
vector has mean value at least the `k`-th eigenvalue of the first and at most that of the second. -/
theorem exists_trial_vector {A B : Matrix n n ℝ} (hA : A.IsHermitian) (hB : B.IsHermitian)
    (k : Fin (Fintype.card n)) :
    ∃ x : n → ℝ, x ≠ 0 ∧ 0 < x ⬝ᵥ x ∧ hA.eigenvalues₀ k * (x ⬝ᵥ x) ≤ x ⬝ᵥ A *ᵥ x ∧
      x ⬝ᵥ B *ᵥ x ≤ hB.eigenvalues₀ k * (x ⬝ᵥ x) := by
  let e : Fin (Fintype.card n) ≃ n := Fintype.equivOfCardEq (Fintype.card_fin _)
  -- the orthogonality conditions form a square matrix whose row number k vanishes
  let M : Matrix n n ℝ := fun i =>
    if k < e.symm i then (hA.eigenvectorBasis i).ofLp
    else if e.symm i < k then (hB.eigenvectorBasis i).ofLp else 0
  have hdet : M.det = 0 := det_eq_zero_of_row_eq_zero (e k) fun j => by simp [M]
  obtain ⟨x, hx, hMx⟩ := exists_mulVec_eq_zero_iff.mpr hdet
  have hrow : ∀ i, M i ⬝ᵥ x = 0 := fun i => congrFun hMx i
  refine ⟨x, hx, ?_, ?_, ?_⟩
  · obtain ⟨i, hi⟩ := Function.ne_iff.mp hx
    exact Finset.sum_pos' (fun j _ => mul_self_nonneg (x j))
      ⟨i, Finset.mem_univ i, mul_self_pos.mpr hi⟩
  · rw [eigen_parseval hA x (A *ᵥ x), eigen_parseval hA x x, Finset.mul_sum]
    refine Finset.sum_le_sum fun i _ => ?_
    rw [eigen_component hA, mul_left_comm _ (hA.eigenvalues i)]
    by_cases h : k < e.symm i
    · have h0 := hrow i
      rw [show M i = (hA.eigenvectorBasis i).ofLp from if_pos h] at h0
      simp [h0]
    · have hl : hA.eigenvalues₀ k ≤ hA.eigenvalues i :=
        hA.eigenvalues₀_antitone (not_lt.mp h)
      exact mul_le_mul_of_nonneg_right hl (mul_self_nonneg _)
  · rw [eigen_parseval hB x (B *ᵥ x), eigen_parseval hB x x, Finset.mul_sum]
    refine Finset.sum_le_sum fun i _ => ?_
    rw [eigen_component hB, mul_left_comm _ (hB.eigenvalues i)]
    by_cases h : e.symm i < k
    · have h0 := hrow i
      rw [show M i = (hB.eigenvectorBasis i).ofLp from
        (if_neg (not_lt_of_gt h)).trans (if_pos h)] at h0
      simp [h0]
    · have hl : hB.eigenvalues i ≤ hB.eigenvalues₀ k :=
        hB.eigenvalues₀_antitone (not_lt.mp h)
      exact mul_le_mul_of_nonneg_right hl (mul_self_nonneg _)
```

Q: Then the theorem itself should be short.

A: It is. It takes the trial vector at `k.rev`, with the triplet matrix as `A` and the singlet matrix as `B`. The `change` lines rewrite the bounds in terms of `sqEnergy`, `linarith` joins the chain of inequalities, and `le_of_mul_le_mul_right` removes the positive factor x·x.

```lean
/-- If the symmetric triplet coupling `K` lies below the symmetric singlet coupling `L`, meaning
`L - K` is positive semidefinite, each ordered squared triplet energy is at most the singlet one. -/
theorem triplet_le_singlet (d : n → ℝ≥0) {K L : Matrix n n ℝ} (hK : K.IsHermitian)
    (hL : L.IsHermitian) (hKL : (L - K).PosSemidef) (k : Fin (Fintype.card n)) :
    sqEnergy d hK k ≤ sqEnergy d hL k := by
  obtain ⟨x, -, hpos, h1, h2⟩ :=
    exists_trial_vector (casida_isHermitian d hK) (casida_isHermitian d hL) k.rev
  have hform := casida_form_sub d K L x
  have hq := hKL.dotProduct_mulVec_nonneg (fun i => √(d i : ℝ) * x i)
  rw [star_trivial] at hq
  change sqEnergy d hK k * (x ⬝ᵥ x) ≤ _ at h1
  change _ ≤ sqEnergy d hL k * (x ⬝ᵥ x) at h2
  exact le_of_mul_le_mul_right (by linarith) hpos
```

Q: Does this say that each triplet lies below the singlet made from the same orbitals?

A: No. It compares positions in two sorted lists. The k-th triplet and the k-th singlet may be built from quite different transitions.

Q: What changes for the strict version?

A: Only the middle inequality. If every gap is positive, x ≠ 0 implies y = √D x ≠ 0; this is `hy` in the proof. Positive definiteness then gives y·(L − K)y > 0, and the chain becomes strict.

```lean
/-- For positive gaps and symmetric couplings with `L - K` positive definite, each ordered squared
triplet energy is strictly below the singlet one. -/
theorem triplet_lt_singlet (d : n → ℝ≥0) (hd : ∀ i, 0 < d i) {K L : Matrix n n ℝ}
    (hK : K.IsHermitian) (hL : L.IsHermitian) (hKL : (L - K).PosDef)
    (k : Fin (Fintype.card n)) : sqEnergy d hK k < sqEnergy d hL k := by
  obtain ⟨x, hx, hpos, h1, h2⟩ :=
    exists_trial_vector (casida_isHermitian d hK) (casida_isHermitian d hL) k.rev
  -- positive gaps keep √D x away from zero
  have hy : (fun i => √(d i : ℝ) * x i) ≠ 0 := fun h => hx (funext fun i =>
    (mul_eq_zero.mp (congrFun h i)).resolve_left
      (Real.sqrt_pos.mpr (NNReal.coe_pos.mpr (hd i))).ne')
  have hform := casida_form_sub d K L x
  have hq := hKL.dotProduct_mulVec_pos hy
  rw [star_trivial] at hq
  change sqEnergy d hK k * (x ⬝ᵥ x) ≤ _ at h1
  change _ ≤ sqEnergy d hL k * (x ⬝ᵥ x) at h2
  exact lt_of_mul_lt_mul_right (by linarith) hpos.le

end

end CasidaSpinOrdering
```

```lean
#print axioms CasidaSpinOrdering.sqEnergy_monotone
#print axioms CasidaSpinOrdering.triplet_le_singlet
#print axioms CasidaSpinOrdering.triplet_lt_singlet
```

```
'CasidaSpinOrdering.sqEnergy_monotone' depends on axioms: [propext, Classical.choice, Quot.sound]
'CasidaSpinOrdering.triplet_le_singlet' depends on axioms: [propext, Classical.choice, Quot.sound]
'CasidaSpinOrdering.triplet_lt_singlet' depends on axioms: [propext, Classical.choice, Quot.sound]
```

Q: Give me a case I can check in my head.

A: Take a single transition, N = 1, with gap d and numbers K and L. The levels are

t₀ = d² + 2dK
s₀ = d² + 2dL

so s₀ − t₀ = 2d(L − K). This is nonnegative when L ≥ K, and positive when also d > 0 and L > K. At d = 0 both levels are zero whatever the couplings, so the strict inequality fails when all gaps vanish.

Q: And what would I use it for?

A: As a consistency check on a closed-shell linear-response calculation with a finite set of transitions and a local, frequency-independent kernel. If the coupling matrices satisfy the condition and a sorted triplet value still comes out clearly above its singlet counterpart, something is wrong in the matrices or the diagonalisation. The same ordering says that, within this model, a negative singlet value at position k forces a negative triplet value there too. The matrix used here does not cover hybrid functionals with exact exchange, kernels that depend on frequency, complex couplings or the continuum of an infinite gas.
